# Downfolding a Bethe–Salpeter Hamiltonian with two doubles blocks, at frequencies outside the spectrum of D

To find an exciton energy w from a Bethe–Salpeter equation with a dynamical kernel, one must solve A(w)x = wx, where the matrix depends on the energy being sought. A program can avoid this self-consistency by enlarging the vector: it stores singles amplitudes x together with two sets of doubles amplitudes y and z, and passes a fixed matrix H to an iterative eigensolver. H need not be stored, since the solver works with the products

Ax − Ve y − Vh z, Vhᵀx + Dy, Veᵀx + Dz.

When it has converged, x is the exciton amplitude. For finite matrices of the block form below, and at any w that is not an eigenvalue of D, this gives the same solutions as the frequency-dependent equation.

## The two eigenvalue problems

The matrix A acts on single excitations and holds the part that does not depend on w. It is not the usual matrix with a statically screened interaction: the screening described by the doubles enters through Ve, Vh and D. D acts on double excitations, and Ve and Vh couple singles to doubles. The enlarged Hamiltonian, in the block form of Bintrim and Berkelbach, is

H = [[A, −Ve, −Vh], [Vhᵀ, D, 0], [Veᵀ, 0, D]].

A number w added to a matrix stands for w times the identity. Suppose w − D is invertible and write R = (w − D)⁻¹. The downfolded matrix is

A(w) = A − Ve R Vhᵀ − Vh R Veᵀ.

Then:

- det(w − H) = det(w − D)² det(w − A(w));
- x ↦ (x, R Vhᵀx, R Veᵀx) is a bijection from the nonzero solutions of A(w)x = wx onto the eigenvectors of H at w;
- if A and D are symmetric, so is A(w).

The first two statements need no symmetry.

The sizes show why only products with H are formed. With 10 occupied and 40 virtual orbitals there are 400 singles. If each double is labelled by an ordered pair of singles, there are 160,000 doubles, and H has dimension 320,400. In the downfolded version the matrix has dimension 400, but for each state one adjusts w until an eigenvalue of A(w) equals w, and every new w requires the action of a new resolvent R.

## Eliminating the doubles by hand

Written out in blocks, H(x, y, z) = w(x, y, z) reads

Ax − Ve y − Vh z = wx
Vhᵀx + Dy = wy
Veᵀx + Dz = wz.

The second line is (w − D)y = Vhᵀx, so y = R Vhᵀx. The third likewise gives z = R Veᵀx. Inserting both into the first gives

Ax − Ve R Vhᵀx − Vh R Veᵀx = wx,

which is A(w)x = wx. Every step can be reversed. The map is injective because x is the first block of its image, and it reaches every eigenvector because y and z are fixed by x. If x were zero, y and z would vanish too, so an eigenvector of H has x ≠ 0.

For the determinant, multiply

w − H = [[w − A, Ve, Vh], [−Vhᵀ, w − D, 0], [−Veᵀ, 0, w − D]]

on the right by

L = [[1, 0, 0], [R Vhᵀ, 1, 0], [R Veᵀ, 0, 1]].

The upper left block becomes w − A + Ve R Vhᵀ + Vh R Veᵀ = w − A(w). The blocks below it become −Vhᵀ + (w − D)R Vhᵀ = 0 and −Veᵀ + (w − D)R Veᵀ = 0. The product is block upper triangular with diagonal blocks w − A(w), w − D and w − D. Since det L = 1, the determinant formula follows. As det(w − D) ≠ 0, w is an eigenvalue of H exactly when det(w − A(w)) = 0.

## Blocks and amplitudes in Lean

The entries lie in a field `K`. The index types `n` and `m` label single and double excitations. Taking `K` to be ℂ allows complex frequencies with real matrices.

```lean
import Mathlib

open Matrix

namespace BSEDownfolding

noncomputable section

variable {K n m : Type*} [Field K]
```

A vector on a combined index set is written `Sum.elim f g`. The first lemma lets an equation between such vectors be read block by block.

```lean
/-- Two amplitude vectors given by blocks agree exactly when their blocks agree. -/
theorem elim_eq_iff {α β γ : Type*} (f f' : α → γ) (g g' : β → γ) :
    Sum.elim f g = Sum.elim f' g' ↔ f = f' ∧ g = g' :=
  ⟨fun h => ⟨funext fun i => congrFun h (Sum.inl i), funext fun i => congrFun h (Sum.inr i)⟩,
    by rintro ⟨rfl, rfl⟩; rfl⟩
```

The Hamiltonian acts on `n ⊕ (m ⊕ m)`, singles followed by two copies of the doubles. Its blocks are arbitrary matrices: their construction from orbital energies and the screened interaction is left to the physics. There is no coupling to de-excitations, as in the Tamm–Dancoff approximation. The transposes are plain ones, which suits real orbitals; a version with conjugate transposes would be a different matrix.

```lean
/-- The frequency-independent Hamiltonian `[[A, -Ve, -Vh], [Vhᵀ, D, 0], [Veᵀ, 0, D]]` on
single excitations and two copies of the double excitations. -/
def hamiltonian (A : Matrix n n K) (Ve Vh : Matrix n m K) (D : Matrix m m K) :
    Matrix (n ⊕ (m ⊕ m)) (n ⊕ (m ⊕ m)) K :=
  fromBlocks A (fromCols (-Ve) (-Vh)) (fromRows Vhᵀ Veᵀ) (fromBlocks D 0 0 D)
```

The next theorem gives the three products that the eigensolver needs. Its proof checks the singles block and each doubles block separately.

```lean
variable [Fintype n] [Fintype m]

/-- The action of the Hamiltonian on singles amplitudes `x` and doubles amplitudes `y`, `z`. -/
theorem hamiltonian_mulVec (A : Matrix n n K) (Ve Vh : Matrix n m K) (D : Matrix m m K)
    (x : n → K) (y z : m → K) :
    hamiltonian A Ve Vh D *ᵥ Sum.elim x (Sum.elim y z) =
      Sum.elim (A *ᵥ x - Ve *ᵥ y - Vh *ᵥ z)
        (Sum.elim (Vhᵀ *ᵥ x + D *ᵥ y) (Veᵀ *ᵥ x + D *ᵥ z)) := by
  ext i
  rcases i with i | i | i <;>
    simp [hamiltonian, Matrix.mulVec, dotProduct, Fintype.sum_sum_type]
  ring
```

In the definition of A(w), `w • 1 - D` is w − D. Lean's inverse of a singular matrix is zero, so `effective` has its physical meaning only where w − D is invertible.

```lean
variable [DecidableEq m]

/-- The downfolded matrix `A(w) = A - Ve (w - D)⁻¹ Vhᵀ - Vh (w - D)⁻¹ Veᵀ` on the single
excitations, for frequencies `w` at which `w - D` is invertible. -/
def effective (A : Matrix n n K) (Ve Vh : Matrix n m K) (D : Matrix m m K) (w : K) :
    Matrix n n K :=
  A - Ve * (w • 1 - D)⁻¹ * Vhᵀ - Vh * (w • 1 - D)⁻¹ * Veᵀ
```

The map `upfold` restores the doubles amplitudes from x, which in a calculation means two linear solves with w − D. It does not normalise: if x has Euclidean length 1, the full vector has squared length 1 + |y|² + |z|², and dividing by the root of this sum gives a vector of length 1. Since H need not be symmetric, eigenvectors scaled in this way need not be orthogonal to each other.

```lean
/-- The full vector `(x, (w - D)⁻¹ Vhᵀ x, (w - D)⁻¹ Veᵀ x)` built from singles amplitudes `x`,
for frequencies `w` at which `w - D` is invertible. -/
def upfold (Ve Vh : Matrix n m K) (D : Matrix m m K) (w : K) (x : n → K) :
    n ⊕ (m ⊕ m) → K :=
  Sum.elim x (Sum.elim ((w • 1 - D)⁻¹ *ᵥ (Vhᵀ *ᵥ x)) ((w • 1 - D)⁻¹ *ᵥ (Veᵀ *ᵥ x)))
```

## Symmetry of A(w)

For symmetric D the resolvent is symmetric, which is `hR` in the proof. Transposing Ve R Vhᵀ then gives Vh R Veᵀ, so the two coupling terms change places and their sum is unchanged.

```lean
omit [Fintype n] in
/-- For symmetric `A` and `D` the downfolded matrix `A(w)` is symmetric. -/
theorem effective_isSymm {A : Matrix n n K} {D : Matrix m m K} (hA : A.IsSymm) (hD : D.IsSymm)
    (Ve Vh : Matrix n m K) (w : K) : (effective A Ve Vh D w).IsSymm := by
  have hR : ((w • 1 - D)⁻¹)ᵀ = (w • 1 - D)⁻¹ := by
    rw [transpose_nonsing_inv, transpose_sub, transpose_smul, transpose_one, hD.eq]
  -- transposition exchanges the two coupling terms
  unfold Matrix.IsSymm effective
  simp only [transpose_sub, transpose_mul, transpose_transpose, hR, hA.eq, Matrix.mul_assoc]
  abel
```

## Solving for the doubles and the bijection

The hypothesis `IsUnit (w • 1 - D).det` says that det(w − D) is nonzero, so that w is not the energy of an uncoupled double excitation. Under it, `doubles_iff` solves one doubles equation with a general source u. The two directions of its proof multiply by R and by w − D.

```lean
/-- If `w - D` is invertible, the doubles equation `u + D y = w y` with source `u` has the
unique solution `y = (w - D)⁻¹ u`. -/
theorem doubles_iff {D : Matrix m m K} {w : K} (hw : IsUnit (w • 1 - D).det) (u y : m → K) :
    u + D *ᵥ y = w • y ↔ y = (w • 1 - D)⁻¹ *ᵥ u := by
  have h : ∀ y : m → K, (w • 1 - D) *ᵥ y = w • y - D *ᵥ y := fun y => by
    rw [sub_mulVec, smul_mulVec, one_mulVec]
  rw [← eq_sub_iff_add_eq, ← h]
  constructor
  · intro hu
    rw [hu, mulVec_mulVec, nonsing_inv_mul _ hw, one_mulVec]
  · intro hy
    rw [hy, mulVec_mulVec, mul_nonsing_inv _ hw, one_mulVec]
```

The full elimination is `eigen_iff`. The proof splits H(x, y, z) = w(x, y, z) into its three blocks and applies `doubles_iff` to two of them. After `rintro ⟨rfl, rfl⟩` has inserted the resulting y and z, the singles equation is A(w)x = wx.

```lean
/-- If `w - D` is invertible, `(x, y, z)` solves `H v = w v` exactly when `A(w) x = w x` and
the doubles amplitudes are `y = (w - D)⁻¹ Vhᵀ x` and `z = (w - D)⁻¹ Veᵀ x`. -/
theorem eigen_iff (A : Matrix n n K) (Ve Vh : Matrix n m K) {D : Matrix m m K} {w : K}
    (hw : IsUnit (w • 1 - D).det) (x : n → K) (y z : m → K) :
    hamiltonian A Ve Vh D *ᵥ Sum.elim x (Sum.elim y z) = w • Sum.elim x (Sum.elim y z) ↔
      effective A Ve Vh D w *ᵥ x = w • x ∧
        y = (w • 1 - D)⁻¹ *ᵥ (Vhᵀ *ᵥ x) ∧ z = (w • 1 - D)⁻¹ *ᵥ (Veᵀ *ᵥ x) := by
  have hs : w • Sum.elim x (Sum.elim y z) =
      Sum.elim (w • x) (Sum.elim (w • y) (w • z)) := by
    ext i
    rcases i with i | i | i <;> rfl
  rw [hamiltonian_mulVec, hs, elim_eq_iff, elim_eq_iff, doubles_iff hw, doubles_iff hw]
  -- insert the doubles amplitudes into the singles equation
  apply and_congr_left
  rintro ⟨rfl, rfl⟩
  simp only [effective, sub_mulVec, mulVec_mulVec, Matrix.mul_assoc]
```

`Set.BijOn` combines three properties: the map sends the first set into the second, it is injective there, and it reaches every element of the second. The proof takes them in this order. The last lines show that an eigenvector with x = 0 would vanish altogether.

```lean
/-- Downfolding of eigenvectors: if `w - D` is invertible, `upfold` maps the nonzero solutions
of `A(w) x = w x` bijectively onto the eigenvectors of the Hamiltonian at `w`. -/
theorem upfold_bijOn (A : Matrix n n K) (Ve Vh : Matrix n m K) {D : Matrix m m K} {w : K}
    (hw : IsUnit (w • 1 - D).det) :
    Set.BijOn (upfold Ve Vh D w)
      {x | x ≠ 0 ∧ effective A Ve Vh D w *ᵥ x = w • x}
      {v | v ≠ 0 ∧ hamiltonian A Ve Vh D *ᵥ v = w • v} := by
  refine ⟨fun x hx => ⟨fun h => hx.1 (funext fun i => congrFun h (Sum.inl i)),
    (eigen_iff A Ve Vh hw x _ _).2 ⟨hx.2, rfl, rfl⟩⟩,
    fun x _ x' _ h => funext fun i => congrFun h (Sum.inl i), ?_⟩
  rintro v ⟨hv0, hv⟩
  obtain ⟨x, y, z, rfl⟩ : ∃ x y z, v = Sum.elim x (Sum.elim y z) :=
    ⟨fun i => v (Sum.inl i), fun i => v (Sum.inr (Sum.inl i)),
      fun i => v (Sum.inr (Sum.inr i)), by ext i; rcases i with i | i | i <;> rfl⟩
  obtain ⟨hx, rfl, rfl⟩ := (eigen_iff A Ve Vh hw x y z).1 hv
  refine ⟨x, ⟨?_, hx⟩, rfl⟩
  -- without singles amplitudes the whole vector would vanish
  rintro rfl
  apply hv0
  ext i
  rcases i with i | i | i <;> simp
```

## The determinant and the secular equation

In the next proof `hH` writes out the blocks of w − H, and `hprod` is the multiplication by L. Taking determinants of both sides of `hprod` and using the rules for block triangular matrices gives the formula.

```lean
variable [DecidableEq n]

/-- Downfolding of the determinant: if `w - D` is invertible, then
`det (w - H) = det (w - D)² det (w - A(w))`. -/
theorem det_downfolding (A : Matrix n n K) (Ve Vh : Matrix n m K) {D : Matrix m m K} {w : K}
    (hw : IsUnit (w • 1 - D).det) :
    (w • 1 - hamiltonian A Ve Vh D).det =
      (w • 1 - D).det ^ 2 * (w • 1 - effective A Ve Vh D w).det := by
  have hH : w • 1 - hamiltonian A Ve Vh D =
      fromBlocks (w • 1 - A) (fromCols Ve Vh) (fromRows (-Vhᵀ) (-Veᵀ))
        (fromBlocks (w • 1 - D) 0 0 (w • 1 - D)) := by
    ext i j
    rcases i with i | i | i <;> rcases j with j | j | j <;>
      simp [hamiltonian, Matrix.one_apply]
  -- a unit lower triangular factor removes the lower left block
  have hprod : (w • 1 - hamiltonian A Ve Vh D) *
      fromBlocks 1 0 (fromRows ((w • 1 - D)⁻¹ * Vhᵀ) ((w • 1 - D)⁻¹ * Veᵀ)) 1 =
      fromBlocks (w • 1 - effective A Ve Vh D w) (fromCols Ve Vh) 0
        (fromBlocks (w • 1 - D) 0 0 (w • 1 - D)) := by
    rw [hH, fromBlocks_multiply, fromCols_mul_fromRows, fromBlocks_mul_fromRows,
      mul_nonsing_inv_cancel_left _ _ hw, mul_nonsing_inv_cancel_left _ _ hw]
    refine fromBlocks_inj.2 ⟨?_, by simp, ?_, by simp⟩
    · simp only [effective, Matrix.mul_one, Matrix.mul_assoc]
      abel
    · ext i j
      rcases i with i | i <;> simp
  have hdet := congrArg Matrix.det hprod
  rw [det_mul, det_fromBlocks_zero₁₂, det_fromBlocks_zero₂₁, det_fromBlocks_zero₂₁] at hdet
  simp only [det_one, mul_one] at hdet
  rw [hdet]
  ring
```

For the secular equation, a matrix has zero determinant exactly when it sends some nonzero vector to zero. Applied to w − A(w), this supplies a nonzero solution of A(w)x = wx, and the bijection carries it to an eigenvector of H and back. The eigenvalue is sought in `K`, so complex energies require `K` to be ℂ.

```lean
/-- Secular equation: if `w - D` is invertible, `w` is an eigenvalue of the Hamiltonian exactly
when `det (w - A(w)) = 0`. -/
theorem eigenvalue_iff (A : Matrix n n K) (Ve Vh : Matrix n m K) {D : Matrix m m K} {w : K}
    (hw : IsUnit (w • 1 - D).det) :
    (∃ v, v ≠ 0 ∧ hamiltonian A Ve Vh D *ᵥ v = w • v) ↔
      (w • 1 - effective A Ve Vh D w).det = 0 := by
  rw [← Matrix.exists_mulVec_eq_zero_iff]
  constructor
  · rintro ⟨v, hv⟩
    obtain ⟨x, ⟨hx0, hx⟩, _⟩ := (upfold_bijOn A Ve Vh hw).surjOn hv
    exact ⟨x, hx0, by rw [sub_mulVec, smul_mulVec, one_mulVec, hx, sub_self]⟩
  · rintro ⟨x, hx0, hx⟩
    rw [sub_mulVec, smul_mulVec, one_mulVec, sub_eq_zero] at hx
    exact ⟨_, (upfold_bijOn A Ve Vh hw).mapsTo ⟨hx0, hx.symm⟩⟩
```

## An indefinite metric and complex energies

H is in general not symmetric, even when A and D are. Let M keep the singles and exchange the two doubles blocks with a minus sign:

M = [[1, 0, 0], [0, 0, −1], [0, −1, 0]].

Then

MH = [[A, −Ve, −Vh], [−Veᵀ, 0, −D], [−Vhᵀ, −D, 0]],

which is symmetric when A and D are. The proof computes this product and compares entries. In a calculation the symmetry saves work: if Hv = wv, then vᵀM is a left eigenvector with the same w, because vᵀMH = (MHv)ᵀ = w vᵀM.

```lean
/-- For symmetric `A` and `D` the Hamiltonian becomes symmetric after multiplication by the
metric that keeps the singles and exchanges the two doubles blocks with a minus sign. -/
theorem metric_mul_hamiltonian_isSymm {A : Matrix n n K} {D : Matrix m m K}
    (hA : A.IsSymm) (hD : D.IsSymm) (Ve Vh : Matrix n m K) :
    (fromBlocks 1 0 0 (fromBlocks 0 (-1) (-1) 0) * hamiltonian A Ve Vh D).IsSymm := by
  have h : fromBlocks 1 0 0 (fromBlocks 0 (-1) (-1) 0) * hamiltonian A Ve Vh D =
      fromBlocks A (fromCols (-Ve) (-Vh)) (fromRows (-Veᵀ) (-Vhᵀ))
        (fromBlocks 0 (-D) (-D) 0) := by
    ext i j
    rcases i with i | i | i <;> rcases j with j | j | j <;>
      simp [hamiltonian, Matrix.mul_apply, Fintype.sum_sum_type, Matrix.one_apply]
  rw [h]
  ext i j
  rcases i with i | i | i <;> rcases j with j | j | j <;> simp [hA.apply, hD.apply]
```

When there are doubles, M has eigenvalues of both signs, and symmetry with respect to such a metric does not force real energies. Take a toy model, not a real molecule, with one single and one double excitation at the same energy. Count energies from that value, so that A = D = 0, and choose the unit of energy so that Ve = Vh = 1. Then A(w) = −2/w for w ≠ 0, and A(w)x = wx requires w² = −2, so w = ±i√2. The eigenvector is (w, 1, 1), or (w/2, 1/2, 1/2) when scaled to Euclidean length 1, with half of its squared length in the singles. A(w) being symmetric is no protection, since at a complex frequency it can be complex symmetric without being Hermitian, as it is here.

The same matrix shows what can happen at an eigenvalue of D. At w = 0 it has the eigenvector (0, 1, −1), which has no singles part and so cannot be recovered from a nonzero x.

The theorem below verifies the eigenvector equation for every complex w with w² = −2. The doubles equations hold at once, and the singles equation reduces to −2 = w², which is the hypothesis.

```lean
/-- With one single and one double excitation, `A = D = 0` and `Ve = Vh = 1`, every complex `w` with
`w² = -2` is an eigenvalue of the Hamiltonian, with eigenvector `(w, 1, 1)`. -/
theorem imaginary_energy {w : ℂ} (hw : w ^ 2 = -2) :
    hamiltonian (m := Fin 1) (0 : Matrix (Fin 1) (Fin 1) ℂ) 1 1 0 *ᵥ
        Sum.elim (fun _ : Fin 1 => w)
          (Sum.elim (fun _ : Fin 1 => (1 : ℂ)) (fun _ : Fin 1 => (1 : ℂ))) =
      w • Sum.elim (fun _ : Fin 1 => w)
        (Sum.elim (fun _ : Fin 1 => (1 : ℂ)) (fun _ : Fin 1 => (1 : ℂ))) := by
  rw [hamiltonian_mulVec]
  ext i
  rcases i with i | i | i <;> simp
  linear_combination (-1 : ℂ) * hw

end

end BSEDownfolding
```

```lean
#print axioms BSEDownfolding.det_downfolding
#print axioms BSEDownfolding.eigenvalue_iff
#print axioms BSEDownfolding.metric_mul_hamiltonian_isSymm
#print axioms BSEDownfolding.imaginary_energy
```

```
'BSEDownfolding.det_downfolding' depends on axioms: [propext, Classical.choice, Quot.sound]
'BSEDownfolding.eigenvalue_iff' depends on axioms: [propext, Classical.choice, Quot.sound]
'BSEDownfolding.metric_mul_hamiltonian_isSymm' depends on axioms: [propext, Classical.choice, Quot.sound]
'BSEDownfolding.imaginary_energy' depends on axioms: [propext, Classical.choice, Quot.sound]
```
